# The finite difference of order n + 1 of a power of degree at most n vanishes at zero

The lemma `power_difference` says that for natural numbers `j < n + 1`, the sum over `k` from 0 to `n + 1` of `(-1) ^ (n + 1 - k)` times the binomial coefficient `(n + 1).choose k` times `k ^ j` is zero in the real numbers. This is the forward difference of order `n + 1`, with unit step, of the function `r ^ j` at `r = 0`. The statement is pure algebra and assumes no physical model; for a quantity that depends on a parameter as such a power, it says that this alternating combination of its values at 0, 1, …, `n + 1` cancels exactly. The attempt first states that the iterated difference is the zero function, then evaluates it at 0, expands it as a sum over shifted points and simplifies.

This version doesn't compile in Lean 4 with Mathlib:

```lean
import Mathlib

open Finset Polynomial

namespace PowerDifference

/-- The finite difference of order `n + 1` of the power `v ^ j`, taken at `v = 0`, vanishes for
`j ≤ n`. -/
theorem power_difference (n j : ℕ) (h : j < n + 1) :
    ∑ k ∈ range (n + 1 + 1),
      (-1 : ℝ) ^ (n + 1 - k) * ((n + 1).choose k : ℝ) * (k : ℝ) ^ j = 0 := by
  have h0 : (fwdDiff (1 : ℝ))^[n + 1] (fun r : ℝ => r ^ j) = 0 := fwdDiff_iter_pow_lt h
  have h1 := congrFun h0 0
  rw [fwdDiff_iter_eq_sum_shift] at h1
  simpa [zsmul_eq_mul] using h1

end PowerDifference
```

The error:

```
Main.lean:12:66: error(lean.unknownIdentifier): Unknown identifier `fwdDiff_iter_pow_lt`
```

Cause. The message means that Lean found no declaration called `fwdDiff_iter_pow_lt` under the imports and open namespaces of the file. The name was given as the whole proof of `h0`, the claim that the difference of order `n + 1` of `r ^ j` is the zero function, so that claim was left without a proof.

The repair puts `fwdDiff_iter_pow_eq_zero_of_lt` in its place. This lemma exists, and applied to the same hypothesis `h : j < n + 1` it proves `h0` as stated. The statement of `h0` and the later steps, including the expansion by `fwdDiff_iter_eq_sum_shift` and the closing `simpa`, are unchanged, so the wrong name was the only fault. Moving the proof term to a new line is mere tidying.

The repair, with which the file compiles:

```diff
@@ -10,5 +10,6 @@
     ∑ k ∈ range (n + 1 + 1),
       (-1 : ℝ) ^ (n + 1 - k) * ((n + 1).choose k : ℝ) * (k : ℝ) ^ j = 0 := by
-  have h0 : (fwdDiff (1 : ℝ))^[n + 1] (fun r : ℝ => r ^ j) = 0 := fwdDiff_iter_pow_lt h
+  have h0 : (fwdDiff (1 : ℝ))^[n + 1] (fun r : ℝ => r ^ j) = 0 :=
+    fwdDiff_iter_pow_eq_zero_of_lt h
   have h1 := congrFun h0 0
   rw [fwdDiff_iter_eq_sum_shift] at h1
```
